# With relative entropy as control cost, the least expected cost of steering a positive finite Markov chain is −ln of an exponential path average

A path of $n$ steps is represented here as a function `Fin n → S` with the fixed start prepended, so the expected cost is a finite sum over all paths. A path containing a jump that the control forbids has weight zero in that sum, which realises the convention $0\ln 0=0$.

```lean
import Mathlib

namespace PathSpaceControl

noncomputable section

variable {S : Type*} [Fintype S] {n : ℕ}

/-- A stochastic kernel: nonnegative entries and rows that sum to one. -/
structure IsStochastic (Q : S → S → ℝ) : Prop where
  nonneg : ∀ x y, 0 ≤ Q x y
  sum_one : ∀ x, ∑ y, Q x y = 1

omit [Fintype S] in
/-- The trajectory that starts at `x` and then visits the states of `ω`. -/
def trajectory (x : S) (ω : Fin n → S) : Fin (n + 1) → S := Fin.cons x ω

/-- The weight of the path `ω` from `x`: the product of the kernel entries along it. -/
def pathProb (Q : Fin n → S → S → ℝ) (x : S) (ω : Fin n → S) : ℝ :=
  ∏ t : Fin n, Q t (trajectory x ω t.castSucc) (ω t)

/-- The expected sum of state cost and control cost `ln (Q / P)` under the kernels `Q`. -/
def expectedCost (P : S → S → ℝ) (c : S → ℝ) (Q : Fin n → S → S → ℝ) (x : S) : ℝ :=
  ∑ ω : Fin n → S, pathProb Q x ω * ∑ t : Fin n, (c (ω t) +
    Real.log (Q t (trajectory x ω t.castSucc) (ω t) / P (trajectory x ω t.castSucc) (ω t)))

/-- The sum of `exp (-∑ c)` over `n`-step paths from `x`, weighted with `P`;
for stochastic `P` it is the `P`-average. -/
def expAverage (P : S → S → ℝ) (c : S → ℝ) (n : ℕ) (x : S) : ℝ :=
  ∑ ω : Fin n → S, pathProb (fun _ => P) x ω * Real.exp (-∑ t, c (ω t))

/-- The kernel `P` reweighted by the cost of the next state and by the exponential averages
over the remaining steps; `t.rev` counts the steps left after the jump. -/
def optimalKernel (P : S → S → ℝ) (c : S → ℝ) (n : ℕ) (t : Fin n) (x y : S) : ℝ :=
  P x y * Real.exp (-c y) * expAverage P c (t.rev : ℕ) y / expAverage P c ((t.rev : ℕ) + 1) x

/-- A sum over paths of `n + 1` steps is a sum over the first state and the remaining path. -/
theorem sum_paths (F : (Fin (n + 1) → S) → ℝ) :
    ∑ ω, F ω = ∑ y, ∑ ω : Fin n → S, F (trajectory y ω) :=
  ((Fin.consEquiv (fun _ : Fin (n + 1) => S)).sum_comp F).symm.trans
    (Fintype.sum_prod_type _)

omit [Fintype S] in
/-- The weight of a path is the weight of its first jump times that of the remaining path. -/
theorem pathProb_cons (Q : Fin (n + 1) → S → S → ℝ) (x y : S) (ω : Fin n → S) :
    pathProb Q x (trajectory y ω) = Q 0 x y * pathProb (fun t => Q t.succ) y ω := by
  have h : ∀ t : Fin n, trajectory x (trajectory y ω) t.succ.castSucc
      = trajectory y ω t.castSucc := fun t => by
    rw [← Fin.succ_castSucc]
    rfl
  unfold pathProb
  rw [Fin.prod_univ_succ]
  simp only [h]
  rfl

/-- The path probabilities of stochastic kernels sum to one. -/
theorem sum_pathProb {Q : Fin n → S → S → ℝ} (hQ : ∀ t, IsStochastic (Q t)) (x : S) :
    ∑ ω, pathProb Q x ω = 1 := by
  induction n generalizing x with
  | zero => simp [pathProb]
  | succ n ih =>
    rw [sum_paths]
    simp only [pathProb_cons, ← Finset.mul_sum]
    simp only [ih (fun t => hQ t.succ), mul_one]
    exact (hQ 0).sum_one x

/-- The exponential path average is positive for positive `P`. -/
theorem expAverage_pos {P : S → S → ℝ} (hP : ∀ x y, 0 < P x y) (c : S → ℝ) (n : ℕ) (x : S) :
    0 < expAverage P c n x :=
  Finset.sum_pos
    (fun _ _ => mul_pos (Finset.prod_pos fun _ _ => hP _ _) (Real.exp_pos _))
    ⟨fun _ => x, Finset.mem_univ _⟩

/-- Backward recursion: the exponential average over `n + 1` steps follows from that over `n`. -/
theorem expAverage_succ (P : S → S → ℝ) (c : S → ℝ) (n : ℕ) (x : S) :
    expAverage P c (n + 1) x = ∑ y, P x y * Real.exp (-c y) * expAverage P c n y := by
  unfold expAverage
  rw [sum_paths]
  refine Finset.sum_congr rfl fun y _ => ?_
  rw [Finset.mul_sum]
  refine Finset.sum_congr rfl fun ω _ => ?_
  rw [pathProb_cons, Fin.sum_univ_succ, neg_add, Real.exp_add]
  change P x y * pathProb (fun _ => P) y ω *
    (Real.exp (-c y) * Real.exp (-∑ t, c (ω t))) = _
  ring

/-- The optimal kernel is stochastic at every time step. -/
theorem optimalKernel_stochastic {P : S → S → ℝ} (hP : ∀ x y, 0 < P x y) (c : S → ℝ)
    (n : ℕ) (t : Fin n) : IsStochastic (optimalKernel P c n t) := by
  have hz := expAverage_pos hP c
  constructor
  · intro x y
    exact (div_pos (mul_pos (mul_pos (hP x y) (Real.exp_pos _)) (hz _ y)) (hz _ x)).le
  · intro x
    simp only [optimalKernel]
    rw [← Finset.sum_div, ← expAverage_succ, div_self (hz _ x).ne']

/-- Under the optimal kernels a path has its `P`-weight times `exp (-∑ c)`, normalised. -/
theorem pathProb_optimal {P : S → S → ℝ} (hP : ∀ x y, 0 < P x y) (c : S → ℝ)
    (x : S) (ω : Fin n → S) :
    pathProb (optimalKernel P c n) x ω =
      pathProb (fun _ => P) x ω * Real.exp (-∑ t, c (ω t)) / expAverage P c n x := by
  induction n generalizing x with
  | zero => simp [pathProb, expAverage]
  | succ n ih =>
    obtain ⟨y, η, rfl⟩ : ∃ (y : S) (η : Fin n → S), ω = trajectory y η :=
      ⟨ω 0, fun t => ω t.succ, (Fin.cons_self_tail ω).symm⟩
    -- after the first jump the remaining kernels are those of the shorter problem
    have hshift : (fun t : Fin n => optimalKernel P c (n + 1) t.succ) = optimalKernel P c n := by
      funext t a b
      have h : (t.succ.rev : ℕ) = (t.rev : ℕ) := congrArg Fin.val (Fin.rev_succ t)
      simp only [optimalKernel, h]
    have hfirst : optimalKernel P c (n + 1) 0 x y =
        P x y * Real.exp (-c y) * expAverage P c n y / expAverage P c (n + 1) x := by
      have h : ((0 : Fin (n + 1)).rev : ℕ) = n := by simp
      simp only [optimalKernel, h]
    have hexp : Real.exp (-∑ t, c (trajectory y η t)) =
        Real.exp (-c y) * Real.exp (-∑ t, c (η t)) := by
      rw [Fin.sum_univ_succ, neg_add, Real.exp_add]
      rfl
    have h1 := (expAverage_pos hP c n y).ne'
    have h2 := (expAverage_pos hP c (n + 1) x).ne'
    rw [pathProb_cons, pathProb_cons, hshift, ih, hfirst, hexp]
    field_simp

/-- The expected cost is `-ln` of the exponential average plus the relative entropy of the
controlled path distribution with respect to the optimal one. -/
theorem expectedCost_eq {P : S → S → ℝ} (hP : ∀ x y, 0 < P x y) (c : S → ℝ)
    {Q : Fin n → S → S → ℝ} (hQ : ∀ t, IsStochastic (Q t)) (x : S) :
    expectedCost P c Q x = -Real.log (expAverage P c n x) + ∑ ω, pathProb Q x ω *
      Real.log (pathProb Q x ω / pathProb (optimalKernel P c n) x ω) := by
  have hZ := (expAverage_pos hP c n x).ne'
  have key : ∀ ω : Fin n → S, pathProb Q x ω * ∑ t : Fin n, (c (ω t) +
      Real.log (Q t (trajectory x ω t.castSucc) (ω t) / P (trajectory x ω t.castSucc) (ω t)))
      = pathProb Q x ω * (-Real.log (expAverage P c n x)) + pathProb Q x ω *
        Real.log (pathProb Q x ω / pathProb (optimalKernel P c n) x ω) := by
    intro ω
    by_cases h0 : pathProb Q x ω = 0
    · simp [h0]
    have hne : ∀ t, Q t (trajectory x ω t.castSucc) (ω t) ≠ 0 := fun t =>
      Finset.prod_ne_zero_iff.mp h0 t (Finset.mem_univ t)
    have hp : pathProb (fun _ : Fin n => P) x ω ≠ 0 :=
      (Finset.prod_pos fun _ _ => hP _ _).ne'
    have hlQ : Real.log (pathProb Q x ω) =
        ∑ t, Real.log (Q t (trajectory x ω t.castSucc) (ω t)) := by
      unfold pathProb
      rw [Real.log_prod]
      exact fun t _ => hne t
    have hlP : Real.log (pathProb (fun _ : Fin n => P) x ω) =
        ∑ t : Fin n, Real.log (P (trajectory x ω t.castSucc) (ω t)) := by
      unfold pathProb
      rw [Real.log_prod]
      exact fun t _ => (hP _ _).ne'
    -- the control cost along a path is the logarithm of the ratio of path weights
    have hcost : ∑ t : Fin n, (c (ω t) + Real.log (Q t (trajectory x ω t.castSucc) (ω t) /
        P (trajectory x ω t.castSucc) (ω t))) = ∑ t, c (ω t) +
        (Real.log (pathProb Q x ω) - Real.log (pathProb (fun _ : Fin n => P) x ω)) := by
      rw [hlQ, hlP, ← Finset.sum_sub_distrib, ← Finset.sum_add_distrib]
      refine Finset.sum_congr rfl fun t _ => ?_
      rw [Real.log_div (hne t) (hP _ _).ne']
    have hm := mul_ne_zero hp (Real.exp_pos (-∑ t, c (ω t))).ne'
    rw [hcost, pathProb_optimal hP, Real.log_div h0 (div_ne_zero hm hZ), Real.log_div hm hZ,
      Real.log_mul hp (Real.exp_pos _).ne', Real.log_exp]
    ring
  unfold expectedCost
  rw [Finset.sum_congr rfl fun ω _ => key ω, Finset.sum_add_distrib, ← Finset.sum_mul,
    sum_pathProb hQ, one_mul]

/-- No control costs less than `-ln` of the exponential average, and a control reaches this
value exactly when its path distribution is that of the optimal kernels. -/
theorem expectedCost_bound {P : S → S → ℝ} (hP : ∀ x y, 0 < P x y) (c : S → ℝ)
    {Q : Fin n → S → S → ℝ} (hQ : ∀ t, IsStochastic (Q t)) (x : S) :
    -Real.log (expAverage P c n x) ≤ expectedCost P c Q x ∧
    (expectedCost P c Q x = -Real.log (expAverage P c n x) ↔
      ∀ ω, pathProb Q x ω = pathProb (optimalKernel P c n) x ω) := by
  -- Gibbs' inequality for a single term, with its equality case
  have gibbs : ∀ a b : ℝ, 0 ≤ a → 0 < b →
      0 ≤ a * Real.log (a / b) - (a - b) ∧ (a * Real.log (a / b) - (a - b) = 0 → a = b) := by
    intro a b ha hb
    rcases eq_or_ne a b with rfl | hab
    · simp [div_self hb.ne']
    rcases ha.eq_or_lt with rfl | ha
    · constructor
      · simp [hb.le]
      · intro h
        simp at h
        linarith
    have h1 : b / a ≠ 1 := fun h => hab ((div_eq_one_iff_eq ha.ne').1 h).symm
    have h2 := mul_lt_mul_of_pos_left (Real.log_lt_sub_one_of_pos (div_pos hb ha) h1) ha
    have h3 : a * (b / a - 1) = b - a := by field_simp
    have h4 : Real.log (a / b) = -Real.log (b / a) := by rw [← Real.log_inv, inv_div]
    have h5 : 0 < a * Real.log (a / b) - (a - b) := by
      rw [h4]
      linarith
    exact ⟨h5.le, fun h => absurd h h5.ne'⟩
  have hq : ∀ ω, 0 ≤ pathProb Q x ω := fun ω =>
    Finset.prod_nonneg fun t _ => (hQ t).nonneg _ _
  have ho : ∀ ω, 0 < pathProb (optimalKernel P c n) x ω := fun ω => by
    rw [pathProb_optimal hP]
    exact div_pos (mul_pos (Finset.prod_pos fun _ _ => hP _ _) (Real.exp_pos _))
      (expAverage_pos hP c n x)
  have hsum : ∑ ω, (pathProb Q x ω *
      Real.log (pathProb Q x ω / pathProb (optimalKernel P c n) x ω) -
      (pathProb Q x ω - pathProb (optimalKernel P c n) x ω)) =
      expectedCost P c Q x + Real.log (expAverage P c n x) := by
    rw [Finset.sum_sub_distrib, Finset.sum_sub_distrib, sum_pathProb hQ,
      sum_pathProb (optimalKernel_stochastic hP c n), expectedCost_eq hP c hQ]
    ring
  have hnn := fun ω => (gibbs _ _ (hq ω) (ho ω)).1
  refine ⟨?_, fun h ω => ?_, fun h => ?_⟩
  · have h := Finset.sum_nonneg fun ω (_ : ω ∈ Finset.univ) => hnn ω
    rw [hsum] at h
    linarith
  · rw [h, neg_add_cancel] at hsum
    exact (gibbs _ _ (hq ω) (ho ω)).2
      ((Finset.sum_eq_zero_iff_of_nonneg fun ω _ => hnn ω).1 hsum ω (Finset.mem_univ ω))
  · rw [Finset.sum_eq_zero fun ω _ => by rw [h ω, div_self (ho ω).ne']; simp] at hsum
    linarith

/-- Path-space principle: the minimum of the expected cost over all time-dependent stochastic
kernels is `-ln` of the exponential path average. -/
theorem isLeast_expectedCost {P : S → S → ℝ} (hP : ∀ x y, 0 < P x y) (c : S → ℝ)
    (n : ℕ) (x : S) :
    IsLeast {J : ℝ | ∃ Q : Fin n → S → S → ℝ,
      (∀ t, IsStochastic (Q t)) ∧ expectedCost P c Q x = J}
      (-Real.log (expAverage P c n x)) := by
  have hopt := optimalKernel_stochastic hP c n
  constructor
  · exact ⟨optimalKernel P c n, hopt, (expectedCost_bound hP c hopt x).2.2 fun _ => rfl⟩
  · rintro J ⟨Q, hQ, rfl⟩
    exact (expectedCost_bound hP c hQ x).1

end

end PathSpaceControl
```

```lean
#print axioms PathSpaceControl.expectedCost_eq
#print axioms PathSpaceControl.isLeast_expectedCost
```

```
'PathSpaceControl.expectedCost_eq' depends on axioms: [propext, Classical.choice, Quot.sound]
'PathSpaceControl.isLeast_expectedCost' depends on axioms: [propext, Classical.choice, Quot.sound]
```

## Cost, control and reference dynamics

Let $S$ be the finite set of states, $x$ the start and $\omega_t$ the state reached by jump $t=0,\dots,n-1$. The state before that jump is $s_t$, with $s_0=x$ and $s_{t+1}=\omega_t$; in Lean it is `trajectory x ω t.castSucc`. The reference dynamics is a matrix $P$, and the control chooses a stochastic kernel $Q_t$ for each jump. Write

$$q(\omega)=\prod_t Q_t(s_t,\omega_t),\quad p(\omega)=\prod_t P(s_t,\omega_t),\quad C(\omega)=\sum_t c(\omega_t).$$

Both products are instances of `pathProb`. The definitions `expectedCost` and `expAverage` are

$$J(Q)=\sum_\omega q(\omega)\Big[C(\omega)+\sum_t\ln\frac{Q_t(s_t,\omega_t)}{P(s_t,\omega_t)}\Big],\qquad Z_n(x)=\sum_\omega p(\omega)e^{-C(\omega)}.$$

The theorem `isLeast_expectedCost` says that $-\ln Z_n(x)$ is the minimum of $J$ over all time-dependent stochastic kernels. `IsLeast` includes attainment: some control has exactly this cost.

The cost $c$ is dimensionless, for instance an energy in units of $k_BT$. It does not depend on time and is not charged for the start. When $P$ is stochastic, the expected sum of the logarithms is the relative entropy of $q$ with respect to $p$, which penalises departures from the reference dynamics. The hypothesis `hP` makes every entry of $P$ positive, meaning that the reference dynamics can jump between any two states in one step. Its rows need not sum to one; when they do, $Z_n(x)$ is the $P$-average of $e^{-C}$. The control is idealised in that it may choose every transition probability freely.

For estimating $Z_n(x)$ from sampled paths, the optimal kernels are an ideal importance sampler, since each path then carries the same weight $p\,e^{-C}/q=Z_n(x)$. Their formula, given below, however already contains $Z_n(x)$ itself, along with the sums $Z_k$ for shorter times.

## The optimal kernels

Splitting off the first jump (`sum_paths`, `pathProb_cons`) gives the recursion `expAverage_succ`,

$$Z_{k+1}(x)=\sum_y P(x,y)e^{-c(y)}Z_k(y),\qquad Z_0=1.$$

All $Z_k$ are positive by `expAverage_pos`. After jump $t$ there remain $n-1-t$ steps, the value of `t.rev`, and `optimalKernel` is

$$Q^*_t(x,y)=\frac{P(x,y)e^{-c(y)}Z_{n-1-t}(y)}{Z_{n-t}(x)}.$$

By the recursion its rows sum to one (`optimalKernel_stochastic`). Along a path, the numerator $Z_{n-1-t}(\omega_t)$ cancels the next denominator, because $s_{t+1}=\omega_t$. What remains is

$$q^*(\omega)=\frac{p(\omega)e^{-C(\omega)}}{Z_n(x)}.$$

Lean proves this in `pathProb_optimal` by induction on $n$: `hshift` identifies the kernels after the first jump with those of the shorter problem, and `field_simp` performs the cancellation.

## Relative entropy gives the bound

For a path with $q(\omega)>0$, the logarithm of the product is the sum of the logarithms, so the bracket in $J$ equals

$$C+\ln q-\ln p=-\ln Z_n(x)+\ln\frac{q}{q^*}.$$

Paths with $q(\omega)=0$ contribute nothing; this is the case split on `h0` in `expectedCost_eq`. The weights $q$ sum to one, by induction over the first jump (`sum_pathProb`), so averaging gives

$$J(Q)=-\ln Z_n(x)+\sum_\omega q(\omega)\ln\frac{q(\omega)}{q^*(\omega)}.$$

The last sum is a relative entropy. For $a>0$ and $b>0$, putting $u=b/a$ in $\ln u\le u-1$ gives $a\ln(a/b)\ge a-b$, with equality only for $a=b$. For $a=0$ the inequality reads $0\ge -b$ and is strict. This is the local statement `gibbs` in `expectedCost_bound`. Setting $a=q(\omega)$, $b=q^*(\omega)$ and summing over paths, the right-hand side becomes $1-1=0$, hence $J(Q)\ge-\ln Z_n(x)$.

Equality forces every nonnegative term $q\ln(q/q^*)-(q-q^*)$ to vanish, so $q=q^*$ on all paths; conversely, $q=q^*$ makes the relative entropy zero. The path distribution of an optimal control is therefore unique. The kernels themselves may differ at the first jump in rows belonging to states other than $x$, which no path uses. Since $Q^*$ is itself an admissible control, `isLeast_expectedCost` follows.
